# A core penalty puts the lowest level at most order 1/L below the constrained minimum

Let $H$ be Hermitian on a finite-dimensional complex space, $c$ a unit vector, $a=\langle c,Hc\rangle$ and $b=\|Hc-ac\|$. Let $E$ be the minimum of $\langle u,Hu\rangle$ over unit vectors $u\perp c$. If $L>E-a$, the lowest eigenvalue $\mu$ of $H+L|c\rangle\langle c|$ satisfies

$$E-\frac{b^2}{L+a-E}\;\le\;\mu\;\le\;E .$$

For one core orbital and a fixed one-particle Hamiltonian in a finite basis, this bounds the error in the lowest valence energy when a penalty replaces exact core orthogonality.

## The core vector, the penalty and the two levels

```lean
import Mathlib

open Module ComplexConjugate

namespace CorePenaltyProjector

noncomputable section

variable {V : Type*} [NormedAddCommGroup V] [InnerProductSpace ℂ V]
```

Lean's inner product is conjugate-linear in its first slot. `energy H x` is $\langle x,Hx\rangle$ without division by $\|x\|^2$; its real part is taken, which changes nothing for Hermitian $H$.

```lean
/-- The energy form `⟨x, H x⟩` (its real part), without division by the norm. -/
def energy (H : V →ₗ[ℂ] V) (x : V) : ℝ := (inner ℂ x (H x)).re

/-- The operator `|c⟩⟨c|`, which sends `x` to `⟨c, x⟩ c`. -/
def coreProjector (c : V) : V →ₗ[ℂ] V where
  toFun x := inner ℂ c x • c
  map_add' x y := by rw [inner_add_right, add_smul]
  map_smul' r x := by rw [inner_smul_right, mul_smul, RingHom.id_apply]
```

The constant $L$ is the energy charged for full occupation of the core orbital.

```lean
/-- The Hamiltonian `H + L |c⟩⟨c|` with a core penalty of strength `L`. -/
def penalized (H : V →ₗ[ℂ] V) (c : V) (L : ℝ) : V →ₗ[ℂ] V :=
  H + (L : ℂ) • coreProjector c
```

The residual $b$ measures how far $c$ is from being an eigenvector of $H$.

```lean
/-- The residual norm `‖H c - a c‖` of the core vector, with `a = Re ⟨c, H c⟩`. -/
def residual (H : V →ₗ[ℂ] V) (c : V) : ℝ := ‖H c - (energy H c : ℂ) • c‖
```

`IsLeast` says that $E$ is attained and that no admissible energy is lower. Likewise, $\mu$ is the least real eigenvalue.

```lean
/-- `E` is the minimum of the energy over unit vectors orthogonal to `c`. -/
def IsValenceMin (H : V →ₗ[ℂ] V) (c : V) (E : ℝ) : Prop :=
  IsLeast {e : ℝ | ∃ u : V, ‖u‖ = 1 ∧ inner ℂ c u = 0 ∧ energy H u = e} E

/-- `μ` is the lowest real eigenvalue of `T`. -/
def IsGroundLevel (T : V →ₗ[ℂ] V) (μ : ℝ) : Prop :=
  IsLeast {e : ℝ | Module.End.HasEigenvalue T (e : ℂ)} μ
```

## H is Hermitian

Physically, the energies are real and the core-valence couplings in the two directions are complex conjugates. By hand, this gives $\langle c,Hy\rangle=\langle Hc,y\rangle$. In Lean it is `hH : H.IsSymmetric`, and the penalized operator inherits it.

```lean
/-- The penalized Hamiltonian is symmetric when `H` is. -/
theorem penalized_isSymmetric {H : V →ₗ[ℂ] V} (hH : H.IsSymmetric) (c : V) (L : ℝ) :
    (penalized H c L).IsSymmetric := by
  intro x y
  change inner ℂ (H x + (L : ℂ) • (inner ℂ c x • c)) y
    = inner ℂ x (H y + (L : ℂ) • (inner ℂ c y • c))
  have h := hH x y
  simp only [inner_add_left, inner_add_right, inner_smul_left, inner_smul_right,
    inner_conj_symm, Complex.conj_ofReal, h]
  ring
```

Without it the result can fail. For orthonormal $c,u$ take $Hc=-u$, $Hu=2c$ and $L=3$. Then $a=E=0$, but the penalized eigenvalues are 1 and 2, so $\mu>E$.

## The core orbital is normalised

With $\|c\|=1$, $|c\rangle\langle c|$ is an orthogonal projector and $L$ is the full penalty. Write $x=\alpha c+y$ with $\alpha=\langle c,x\rangle$ and $y\perp c$. Then

$$\|x\|^2=|\alpha|^2+\|y\|^2,$$
$$\langle x,(H+L|c\rangle\langle c|)x\rangle=|\alpha|^2(a+L)+\langle y,Hy\rangle+2\,\mathrm{Re}(\bar\alpha\langle c,Hy\rangle).$$

`core_valence_split` proves both identities by expanding the inner products, with `hc` supplying $\langle c,c\rangle=1$.

```lean
/-- For symmetric `H`, a unit core vector `c` and `y` orthogonal to it, the squared norm and the
penalized energy of `α c + y` split into core, valence and (for the energy) coupling parts. -/
theorem core_valence_split {H : V →ₗ[ℂ] V} (hH : H.IsSymmetric) {c y : V} (hc : ‖c‖ = 1)
    (hy : inner ℂ c y = 0) (α : ℂ) (L : ℝ) :
    ‖α • c + y‖ ^ 2 = ‖α‖ ^ 2 + ‖y‖ ^ 2 ∧
    energy (penalized H c L) (α • c + y) =
      ‖α‖ ^ 2 * (energy H c + L) + energy H y + 2 * (conj α * inner ℂ c (H y)).re := by
  have hcc : inner ℂ c c = (1 : ℂ) := by
    rw [inner_self_eq_norm_sq_to_K, hc]; simp
  have hyc : inner ℂ y c = (0 : ℂ) := by rw [← inner_conj_symm, hy, map_zero]
  have h1 : inner ℂ y (H c) = conj (inner ℂ c (H y)) := by
    rw [← hH c y, inner_conj_symm]
  have h2 : ‖α‖ ^ 2 = α.re * α.re + α.im * α.im := by
    rw [Complex.sq_norm, Complex.normSq_apply]
  have hP : penalized H c L (α • c + y) = α • H c + H y + (L : ℂ) • (α • c) := by
    change H (α • c + y) + (L : ℂ) • (inner ℂ c (α • c + y) • c) = _
    rw [map_add, map_smul, inner_add_right, inner_smul_right, hcc, hy, mul_one, add_zero]
  constructor
  · rw [norm_add_sq (𝕜 := ℂ), inner_smul_left, hy, norm_smul, hc]
    simp
  · unfold energy
    rw [hP]
    simp only [inner_add_left, inner_add_right, inner_smul_left, inner_smul_right, hcc, hyc,
      h1, h2, Complex.add_re, Complex.add_im, Complex.mul_re, Complex.mul_im, Complex.conj_re,
      Complex.conj_im, Complex.ofReal_re, Complex.ofReal_im, Complex.one_re, Complex.one_im,
      Complex.zero_re, Complex.zero_im]
    ring
```

Without normalisation, take orthonormal $e,u$ with $He=-e$, $Hu=0$, and set $c=e/2$, $L=2$. The penalty raises $e$ only to $\mu=-1/2$, below the claimed bound $-9/112$.

## E is the minimum over the valence space

$E$ is the energy that exact core orthogonality would give. By hand, scaling $y\neq0$ to unit length gives $\langle y,Hy\rangle\ge E\|y\|^2$, which is trivial for $y=0$. `valence_bound` follows the same two cases.

```lean
/-- If `E` is the valence minimum, every `y` orthogonal to `c` has energy at least `E ‖y‖²`. -/
theorem valence_bound {H : V →ₗ[ℂ] V} {c y : V} {E : ℝ} (hE : IsValenceMin H c E)
    (hy : inner ℂ c y = 0) : E * ‖y‖ ^ 2 ≤ energy H y := by
  by_cases h0 : y = 0
  · simp [h0, energy]
  have hn : ‖y‖ ≠ 0 := norm_ne_zero_iff.mpr h0
  -- normalise `y` and use minimality
  have h : E ≤ (‖y‖⁻¹) ^ 2 * energy H y := by
    refine hE.2 ⟨((‖y‖⁻¹ : ℝ) : ℂ) • y, ?_, ?_, ?_⟩
    · rw [norm_smul, Complex.norm_real, norm_inv, norm_norm, inv_mul_cancel₀ hn]
    · rw [inner_smul_right, hy, mul_zero]
    · simp only [energy, map_smul, inner_smul_left, inner_smul_right, Complex.conj_ofReal,
        Complex.re_ofReal_mul]
      ring
  calc E * ‖y‖ ^ 2 ≤ ((‖y‖⁻¹) ^ 2 * energy H y) * ‖y‖ ^ 2 :=
        mul_le_mul_of_nonneg_right h (sq_nonneg _)
    _ = energy H y := by field_simp
```

No other number can stand in for $E$ in general: if $c$ is an eigenvector and $L$ is large, $\mu$ equals the true minimum, so a larger value violates the lower bound and a smaller one the upper.

## The penalty lifts the core above the valence minimum

The condition $L>E-a$ says that the shifted core energy $a+L$ exceeds $E$. Put $D=L+a-E>0$. Since $y\perp c$, $\langle c,Hy\rangle=\langle Hc-ac,y\rangle$, and Cauchy–Schwarz bounds its modulus by $b\|y\|$. Hence the penalized energy minus $(E-b^2/D)\|x\|^2$ is at least

$$D|\alpha|^2-2b|\alpha|\|y\|+\frac{b^2}{D}\left(|\alpha|^2+\|y\|^2\right)
=\frac{(D|\alpha|-b\|y\|)^2+b^2|\alpha|^2}{D}\ge0 .$$

In the proof, `hw` is the Cauchy–Schwarz step, `key` is the completed square, and `hD0` makes it nonnegative after division.

```lean
/-- For symmetric `H`, unit `c` and `L > E - a`, the penalized energy of every vector `x` is at
least `(E - b² / (L + a - E)) ‖x‖²`, where `a` is the core energy and `b` the residual norm. -/
theorem penalized_energy_lower {H : V →ₗ[ℂ] V} (hH : H.IsSymmetric) {c : V} (hc : ‖c‖ = 1)
    {E L : ℝ} (hE : IsValenceMin H c E) (hL : E - energy H c < L) (x : V) :
    (E - residual H c ^ 2 / (L + energy H c - E)) * ‖x‖ ^ 2 ≤ energy (penalized H c L) x := by
  have hcc : inner ℂ c c = (1 : ℂ) := by
    rw [inner_self_eq_norm_sq_to_K, hc]; simp
  obtain ⟨α, y, hy, rfl⟩ : ∃ (α : ℂ) (y : V), inner ℂ c y = 0 ∧ x = α • c + y :=
    ⟨inner ℂ c x, x - inner ℂ c x • c,
      by rw [inner_sub_right, inner_smul_right, hcc, mul_one, sub_self], by abel⟩
  obtain ⟨hn, he⟩ := core_valence_split hH hc hy α L
  -- only the residual of `c` couples to `y`
  have hw : ‖inner ℂ c (H y)‖ ≤ residual H c * ‖y‖ := by
    have h : inner ℂ c (H y) = inner ℂ (H c - (energy H c : ℂ) • c) y := by
      rw [inner_sub_left, inner_smul_left, hy, mul_zero, sub_zero, hH c y]
    rw [h]
    exact norm_inner_le_norm _ _
  have hre : -(‖α‖ * (residual H c * ‖y‖)) ≤ (conj α * inner ℂ c (H y)).re := by
    have h := Complex.abs_re_le_norm (conj α * inner ℂ c (H y))
    rw [norm_mul, RCLike.norm_conj] at h
    have h' := mul_le_mul_of_nonneg_left hw (norm_nonneg α)
    linarith [(abs_le.mp h).1]
  have hv := valence_bound hE hy
  obtain ⟨D, hD⟩ : ∃ D, D = L + energy H c - E := ⟨_, rfl⟩
  have hD0 : 0 < D := by linarith
  have haL : energy H c + L = D + E := by linarith
  rw [hn, he, haL, ← hD]
  -- complete the square
  have key : ‖α‖ ^ 2 * D - 2 * (‖α‖ * (residual H c * ‖y‖))
      + residual H c ^ 2 / D * (‖α‖ ^ 2 + ‖y‖ ^ 2)
      = ((D * ‖α‖ - residual H c * ‖y‖) ^ 2 + (residual H c * ‖α‖) ^ 2) / D := by
    field_simp
    ring
  have hpos : 0 ≤ ((D * ‖α‖ - residual H c * ‖y‖) ^ 2 + (residual H c * ‖α‖) ^ 2) / D := by
    positivity
  rw [← key] at hpos
  linarith
```

If $L<E-a$ and $b=0$, the core state itself remains at $a+L<E$, and the lower bound fails.

## The space is finite-dimensional, with room for a valence state

On a finite-dimensional space, a Hermitian operator $T$ has an orthonormal eigenbasis $v_i$ (`b i` in the code) with eigenvalues $\lambda_i$. If every $\lambda_i\ge m$, then

$$\langle x,Tx\rangle-m\|x\|^2=\sum_i(\lambda_i-m)|\langle v_i,x\rangle|^2\ge0 .$$

```lean
variable [FiniteDimensional ℂ V]

/-- In finite dimension, a lower bound `m` on all eigenvalues of a symmetric operator bounds its
energy form from below by `m ‖x‖²`. -/
theorem variational_bound {T : V →ₗ[ℂ] V} (hT : T.IsSymmetric) {m : ℝ}
    (hm : ∀ i, m ≤ hT.eigenvalues rfl i) (x : V) : m * ‖x‖ ^ 2 ≤ energy T x := by
  obtain ⟨b, hb⟩ : ∃ b : OrthonormalBasis (Fin (finrank ℂ V)) ℂ V,
      ∀ i, T (b i) = ((hT.eigenvalues rfl i : ℝ) : ℂ) • b i :=
    ⟨hT.eigenvectorBasis rfl, fun i => hT.apply_eigenvectorBasis rfl i⟩
  have hxx : (inner ℂ x x).re = ‖x‖ ^ 2 := inner_self_eq_norm_sq (𝕜 := ℂ) x
  have h0 : energy T x - m * ‖x‖ ^ 2 = (inner ℂ x (T x - (m : ℂ) • x)).re := by
    rw [inner_sub_right, inner_smul_right, Complex.sub_re, Complex.re_ofReal_mul, hxx, energy]
  -- expand in the eigenbasis
  have hsum : energy T x - m * ‖x‖ ^ 2
      = ∑ i, (hT.eigenvalues rfl i - m) * ‖inner ℂ (b i) x‖ ^ 2 := by
    rw [h0, ← b.sum_inner_mul_inner x (T x - (m : ℂ) • x), Complex.re_sum]
    refine Finset.sum_congr rfl fun i _ => ?_
    have h1 : inner ℂ (b i) (T x - (m : ℂ) • x)
        = ((hT.eigenvalues rfl i - m : ℝ) : ℂ) * inner ℂ (b i) x := by
      rw [inner_sub_right, inner_smul_right, ← hT (b i) x, hb i, inner_smul_left,
        Complex.conj_ofReal]
      push_cast
      ring
    rw [h1, ← inner_conj_symm x (b i), Complex.sq_norm, Complex.normSq_apply]
    simp only [Complex.mul_re, Complex.mul_im, Complex.conj_re, Complex.conj_im,
      Complex.ofReal_re, Complex.ofReal_im]
    ring
  have hpos : 0 ≤ ∑ i, (hT.eigenvalues rfl i - m) * ‖inner ℂ (b i) x‖ ^ 2 :=
    Finset.sum_nonneg fun i _ => mul_nonneg (sub_nonneg.mpr (hm i)) (sq_nonneg _)
  linarith
```

Dimension at least two guarantees a nonzero vector orthogonal to $c$. The constrained unit sphere is then nonempty and compact, so $E$ exists; $\mu$ is the smallest of finitely many eigenvalues. In dimension one, no unit vector is orthogonal to a unit $c$, and there is no $E$.

```lean
/-- In finite dimension at least two, a symmetric `H` has a valence minimum for every `c`, and its
penalized Hamiltonian has a lowest eigenvalue. -/
theorem levels_exist {H : V →ₗ[ℂ] V} (hH : H.IsSymmetric) (hdim : 2 ≤ finrank ℂ V)
    (c : V) (L : ℝ) :
    (∃ E, IsValenceMin H c E) ∧ ∃ μ, IsGroundLevel (penalized H c L) μ := by
  constructor
  · -- a nonzero vector orthogonal to `c`, then compactness of the unit sphere
    have hker : LinearMap.ker (innerSL ℂ c : V →L[ℂ] ℂ).toLinearMap ≠ ⊥ :=
      LinearMap.ker_ne_bot_of_finrank_lt (by rw [finrank_self]; omega)
    obtain ⟨v, hv, hv0⟩ := Submodule.exists_mem_ne_zero_of_ne_bot hker
    have hcv : inner ℂ c v = (0 : ℂ) := hv
    have hn : ‖v‖ ≠ 0 := norm_ne_zero_iff.mpr hv0
    have : ProperSpace V := FiniteDimensional.proper ℂ V
    have hclosed : IsClosed {u : V | inner ℂ c u = (0 : ℂ)} :=
      isClosed_eq (innerSL ℂ c).continuous continuous_const
    have hcont : Continuous (energy H) :=
      Complex.continuous_re.comp
        (continuous_inner.comp (continuous_id.prodMk H.continuous_of_finiteDimensional))
    obtain ⟨u, hu, hmin⟩ := ((isCompact_sphere (0 : V) 1).inter_right hclosed).exists_isMinOn
      ⟨((‖v‖⁻¹ : ℝ) : ℂ) • v, by
        rw [mem_sphere_zero_iff_norm, norm_smul, Complex.norm_real, norm_inv, norm_norm,
          inv_mul_cancel₀ hn], by
        change inner ℂ c (((‖v‖⁻¹ : ℝ) : ℂ) • v) = 0
        rw [inner_smul_right, hcv, mul_zero]⟩ hcont.continuousOn
    refine ⟨energy H u, ⟨u, mem_sphere_zero_iff_norm.mp hu.1, hu.2, rfl⟩, ?_⟩
    rintro e ⟨w, hw1, hw2, rfl⟩
    exact hmin ⟨mem_sphere_zero_iff_norm.mpr hw1, hw2⟩
  · have hT := penalized_isSymmetric hH c L
    have : Nonempty (Fin (finrank ℂ V)) := ⟨⟨0, by omega⟩⟩
    obtain ⟨i, hi⟩ := Finite.exists_min (hT.eigenvalues rfl)
    refine ⟨hT.eigenvalues rfl i, hT.hasEigenvalue_eigenvalues rfl i, ?_⟩
    intro e he
    obtain ⟨x, hx⟩ := Module.End.HasEigenvalue.exists_hasEigenvector he
    have hex : energy (penalized H c L) x = e * ‖x‖ ^ 2 := by
      rw [energy, hx.apply_eq_smul, inner_smul_right, Complex.re_ofReal_mul]
      exact congrArg (e * ·) (inner_self_eq_norm_sq (𝕜 := ℂ) x)
    have h := variational_bound hT hi x
    rw [hex] at h
    exact le_of_mul_le_mul_right h (pow_pos (norm_pos_iff.mpr hx.2) 2)
```

The two bounds now follow. For an eigenvector $x$ at $\mu$, the penalized energy is $\mu\|x\|^2$; dividing the lower estimate by $\|x\|^2>0$ gives the left inequality. A constrained minimizer $u$ has no core component, so its penalized energy is still $E$, and the variational principle gives $\mu\le E$. `penalty_error` needs no separate dimension hypothesis, because `hE` already supplies $u$.

```lean
/-- In finite dimension, for symmetric `H`, unit `c` and `L > E - a`, the lowest eigenvalue of
`H + L |c⟩⟨c|` lies between `E - b² / (L + a - E)` and the valence minimum `E`; here `a = ⟨c, H c⟩`
and `b = ‖H c - a c‖`. -/
theorem penalty_error {H : V →ₗ[ℂ] V} (hH : H.IsSymmetric) {c : V} (hc : ‖c‖ = 1)
    {E L μ : ℝ} (hE : IsValenceMin H c E) (hμ : IsGroundLevel (penalized H c L) μ)
    (hL : E - energy H c < L) :
    E - residual H c ^ 2 / (L + energy H c - E) ≤ μ ∧ μ ≤ E := by
  constructor
  · -- evaluate the lower bound on the ground eigenvector
    obtain ⟨x, hx⟩ := Module.End.HasEigenvalue.exists_hasEigenvector hμ.1
    have hex : energy (penalized H c L) x = μ * ‖x‖ ^ 2 := by
      rw [energy, hx.apply_eq_smul, inner_smul_right, Complex.re_ofReal_mul]
      exact congrArg (μ * ·) (inner_self_eq_norm_sq (𝕜 := ℂ) x)
    have h := penalized_energy_lower hH hc hE hL x
    rw [hex] at h
    exact le_of_mul_le_mul_right h (pow_pos (norm_pos_iff.mpr hx.2) 2)
  · -- the constrained minimizer does not feel the penalty
    obtain ⟨u, hu, hcu, heu⟩ := hE.1
    have hT := penalized_isSymmetric hH c L
    have h := variational_bound hT (fun i => hμ.2 (hT.hasEigenvalue_eigenvalues rfl i)) u
    have hs := (core_valence_split hH hc hcu 0 L).2
    simp only [zero_smul, zero_add, norm_zero, map_zero, zero_mul, Complex.zero_re, mul_zero,
      add_zero, ne_eq, OfNat.ofNat_ne_zero, not_false_eq_true, zero_pow] at hs
    rw [hs, hu, heu] at h
    linarith
```

## The trial state couples to the core

Let $u\perp c$ be any unit vector, $e=\langle u,Hu\rangle$ and $w=\langle c,Hu\rangle$, and now let $D=L+a-e>0$. The trial vector $Du-wc$ has squared norm $D^2+|w|^2$ and penalized energy

$$|w|^2(D+e)+D^2e-2D|w|^2=e(D^2+|w|^2)-D|w|^2 .$$

Division by the squared norm gives $\mu\le e-|w|^2D/(D^2+|w|^2)$. The Lean proof inserts this vector into `core_valence_split` and `variational_bound`.

```lean
/-- In finite dimension, let `H` be symmetric, `c` and `u` orthogonal unit vectors, `w = ⟨c, H u⟩`
and `D = L + ⟨c, H c⟩ - ⟨u, H u⟩ > 0`. The lowest penalized eigenvalue lies below `⟨u, H u⟩` by at
least `|w|² D / (D² + |w|²)`. -/
theorem penalty_error_at_least {H : V →ₗ[ℂ] V} (hH : H.IsSymmetric) {c u : V} (hc : ‖c‖ = 1)
    (hu : ‖u‖ = 1) (hcu : inner ℂ c u = 0) {L μ D : ℝ}
    (hμ : IsGroundLevel (penalized H c L) μ)
    (hD : D = L + energy H c - energy H u) (hD0 : 0 < D) :
    μ ≤ energy H u - ‖inner ℂ c (H u)‖ ^ 2 * D / (D ^ 2 + ‖inner ℂ c (H u)‖ ^ 2) := by
  obtain ⟨w, hw⟩ : ∃ w : ℂ, w = inner ℂ c (H u) := ⟨_, rfl⟩
  rw [← hw]
  have hT := penalized_isSymmetric hH c L
  have hy : inner ℂ c ((D : ℂ) • u) = 0 := by rw [inner_smul_right, hcu, mul_zero]
  -- trial vector `D u - w c`
  obtain ⟨hn, he⟩ := core_valence_split hH hc hy (-w) L
  have h := variational_bound hT (fun i => hμ.2 (hT.hasEigenvalue_eigenvalues rfl i))
    ((-w) • c + (D : ℂ) • u)
  have hny : ‖(D : ℂ) • u‖ ^ 2 = D ^ 2 := by
    rw [norm_smul, hu, mul_one, Complex.norm_real, Real.norm_eq_abs, sq_abs]
  have hey : energy H ((D : ℂ) • u) = D ^ 2 * energy H u := by
    simp only [energy, map_smul, inner_smul_left, inner_smul_right, Complex.conj_ofReal,
      Complex.re_ofReal_mul]
    ring
  have hcross : (conj (-w) * inner ℂ c (H ((D : ℂ) • u))).re = -(D * ‖w‖ ^ 2) := by
    rw [map_smul, inner_smul_right, ← hw, Complex.sq_norm, Complex.normSq_apply]
    simp only [map_neg, Complex.neg_re, Complex.neg_im, Complex.mul_re, Complex.mul_im,
      Complex.conj_re, Complex.conj_im, Complex.ofReal_re, Complex.ofReal_im]
    ring
  have haL : energy H c + L = D + energy H u := by linarith
  rw [hn, he, hny, hey, hcross, norm_neg, haL] at h
  have hpos : 0 < D ^ 2 + ‖w‖ ^ 2 := by positivity
  have hfin : ‖w‖ ^ 2 * D / (D ^ 2 + ‖w‖ ^ 2) ≤ energy H u - μ := by
    rw [div_le_iff₀ hpos]
    linarith
  linarith
```

If $u$ is a constrained minimizer and $w\ne0$, the two bounds together make the downward error of order $1/L$ at large $L$. If $w=0$, this estimate gives only $\mu\le e$.

For a two-level instance, take $a=-4$, $E=0$ and real coupling $w=2$, so $b=2$. With $L=7$, $D=3$ and the penalized matrix is $\begin{pmatrix}3&2\\2&0\end{pmatrix}$, with eigenvalues $4$ and $-1$. The bounds read $-4/3\le-1\le-12/13$.

## The penalty meets a tolerance

For an allowed error $\varepsilon>0$, requiring $b^2/(L+a-E)\le\varepsilon$ gives $L\ge E-a+b^2/\varepsilon$. In the instance above, $\varepsilon=0.1$ asks for $L\ge44$. The strict condition `hL` adds something only when $b=0$; otherwise `hLε` implies it.

```lean
/-- In finite dimension, for symmetric `H`, unit `c` and tolerance `ε > 0`, a penalty `L > E - a`
with `L ≥ E - a + b² / ε` reproduces the valence minimum `E` to within `ε`. -/
theorem penalty_for_tolerance {H : V →ₗ[ℂ] V} (hH : H.IsSymmetric) {c : V} (hc : ‖c‖ = 1)
    {E L μ ε : ℝ} (hE : IsValenceMin H c E) (hμ : IsGroundLevel (penalized H c L) μ)
    (hL : E - energy H c < L) (hε : 0 < ε)
    (hLε : E - energy H c + residual H c ^ 2 / ε ≤ L) : |μ - E| ≤ ε := by
  obtain ⟨h1, h2⟩ := penalty_error hH hc hE hμ hL
  have hD : 0 < L + energy H c - E := by linarith
  have h3 : residual H c ^ 2 / ε ≤ L + energy H c - E := by linarith
  rw [div_le_iff₀ hε] at h3
  have h4 : residual H c ^ 2 / (L + energy H c - E) ≤ ε := by
    rw [div_le_iff₀ hD]
    linarith
  exact abs_le.mpr ⟨by linarith, by linarith⟩

end

end CorePenaltyProjector
```

```lean
#print axioms CorePenaltyProjector.levels_exist
#print axioms CorePenaltyProjector.penalty_error_at_least
#print axioms CorePenaltyProjector.penalty_for_tolerance
```

```
'CorePenaltyProjector.levels_exist' depends on axioms: [propext, Classical.choice, Quot.sound]
'CorePenaltyProjector.penalty_error_at_least' depends on axioms: [propext, Classical.choice, Quot.sound]
'CorePenaltyProjector.penalty_for_tolerance' depends on axioms: [propext, Classical.choice, Quot.sound]
```
